# Each sweep of a two-variable Gaussian Gibbs sampler multiplies the mean by r²

Two harmonically coupled coordinates, scaled to zero mean and unit variance in thermal equilibrium, fluctuate with some correlation $r$, and a Monte Carlo run that redraws them one at a time may start from a fixed configuration that is not itself a thermal sample. The Lean file below computes how far the mean, variance and covariance, taken over many repeated runs, still are from their equilibrium values after any number of sweeps.

```lean
import Mathlib

open MeasureTheory ProbabilityTheory Filter Topology

namespace GaussianGibbs

noncomputable section

variable {Ω : Type*} [MeasurableSpace Ω]

/-- A sequence of square-integrable random variables with mean 0, variance 1 and
vanishing covariance between different members. -/
structure UnitNoise (P : Measure Ω) (ξ : ℕ → Ω → ℝ) : Prop where
  memLp : ∀ k, MemLp (ξ k) 2 P
  mean : ∀ k, ∫ ω, ξ k ω ∂P = 0
  variance : ∀ k, Var[ξ k; P] = 1
  uncorrelated : ∀ j k, j ≠ k → cov[ξ j, ξ k; P] = 0

/-- The value drawn at the `k`-th single-variable update: `r` times the previous value
plus `s` times fresh noise, starting from the fixed value `x₀`. -/
def draw (r s x₀ : ℝ) (ξ : ℕ → Ω → ℝ) : ℕ → Ω → ℝ
  | 0 => fun _ => x₀
  | k + 1 => fun ω => r * draw r s x₀ ξ k ω + s * ξ k ω

/-- The first variable `x_n` after `n` full Gibbs sweeps. -/
def gibbsX (r s x₀ : ℝ) (ξ : ℕ → Ω → ℝ) (n : ℕ) : Ω → ℝ := draw r s x₀ ξ (2 * n)

/-- The second variable `y_n`, drawn from `x_n`. -/
def gibbsY (r s x₀ : ℝ) (ξ : ℕ → Ω → ℝ) (n : ℕ) : Ω → ℝ := draw r s x₀ ξ (2 * n + 1)

omit [MeasurableSpace Ω] in
/-- One Gibbs sweep: `y_n = r x_n + s u_n` and `x_(n+1) = r y_n + s v_n`, with
`u_n = ξ_(2n)` and `v_n = ξ_(2n+1)`. -/
theorem gibbs_sweep (r s x₀ : ℝ) (ξ : ℕ → Ω → ℝ) (n : ℕ) (ω : Ω) :
    gibbsY r s x₀ ξ n ω = r * gibbsX r s x₀ ξ n ω + s * ξ (2 * n) ω ∧
    gibbsX r s x₀ ξ (n + 1) ω = r * gibbsY r s x₀ ξ n ω + s * ξ (2 * n + 1) ω :=
  ⟨rfl, rfl⟩

variable {P : Measure Ω} [IsProbabilityMeasure P] {ξ : ℕ → Ω → ℝ} {r s : ℝ}

omit [IsProbabilityMeasure P] in
/-- Independent square-integrable variables with mean 0 and variance 1 form a unit noise. -/
theorem UnitNoise.of_independent (hL : ∀ k, MemLp (ξ k) 2 P)
    (hm : ∀ k, ∫ ω, ξ k ω ∂P = 0) (hv : ∀ k, Var[ξ k; P] = 1) (hi : iIndepFun ξ P) :
    UnitNoise P ξ :=
  ⟨hL, hm, hv, fun j k hjk => (hi.indepFun hjk).covariance_eq_zero (hL j) (hL k)⟩

/-- Every drawn value is square integrable, and it is uncorrelated with all noise
that has not yet been used. -/
theorem draw_uncorrelated (h : UnitNoise P ξ) (x₀ : ℝ) (k : ℕ) :
    MemLp (draw r s x₀ ξ k) 2 P ∧ ∀ j, k ≤ j → cov[draw r s x₀ ξ k, ξ j; P] = 0 := by
  induction k with
  | zero => exact ⟨memLp_const x₀, fun j _ => covariance_const_left x₀⟩
  | succ k ih =>
    have hd := ih.1.const_mul r
    have hn := (h.memLp k).const_mul s
    have e : draw r s x₀ ξ (k + 1)
        = (fun ω => r * draw r s x₀ ξ k ω) + (fun ω => s * ξ k ω) := rfl
    refine ⟨hd.add hn, fun j hj => ?_⟩
    rw [e, covariance_add_left hd hn (h.memLp j), covariance_const_mul_left,
      covariance_const_mul_left, ih.2 j (by omega), h.uncorrelated k j (by omega)]
    ring

/-- After `k` single-variable updates the drawn value has mean `r^k x₀` and
variance `1 - r^(2k)`. -/
theorem draw_moments (h : UnitNoise P ξ) (hs : s ^ 2 = 1 - r ^ 2) (x₀ : ℝ) (k : ℕ) :
    ∫ ω, draw r s x₀ ξ k ω ∂P = r ^ k * x₀ ∧
    Var[draw r s x₀ ξ k; P] = 1 - r ^ (2 * k) := by
  induction k with
  | zero =>
    constructor
    · simp [draw]
    · change Var[fun _ => x₀; P] = _
      rw [variance_eq_integral aemeasurable_const]
      simp
  | succ k ih =>
    obtain ⟨hL, hc⟩ := draw_uncorrelated (r := r) (s := s) h x₀ k
    constructor
    · -- the fresh noise has mean zero, so the mean is multiplied by r
      change ∫ ω, (r * draw r s x₀ ξ k ω + s * ξ k ω) ∂P = _
      rw [integral_add ((hL.integrable one_le_two).const_mul r)
        (((h.memLp k).integrable one_le_two).const_mul s),
        integral_const_mul, integral_const_mul, ih.1, h.mean k]
      ring
    · -- the cross term vanishes, so the variances add
      have e : draw r s x₀ ξ (k + 1)
          = (fun ω => r * draw r s x₀ ξ k ω) + (fun ω => s * ξ k ω) := rfl
      rw [e, variance_add (hL.const_mul r) ((h.memLp k).const_mul s),
        covariance_const_mul_left, covariance_const_mul_right, variance_const_mul,
        variance_const_mul, ih.2, h.variance k, hc k le_rfl]
      linear_combination hs

/-- After `n` Gibbs sweeps from the fixed value `x₀`, the variable `x_n` has mean
`r^(2n) x₀` and variance `1 - r^(4n)`. -/
theorem gibbs_moments (h : UnitNoise P ξ) (hs : s ^ 2 = 1 - r ^ 2) (x₀ : ℝ) (n : ℕ) :
    ∫ ω, gibbsX r s x₀ ξ n ω ∂P = r ^ (2 * n) * x₀ ∧
    Var[gibbsX r s x₀ ξ n; P] = 1 - r ^ (4 * n) := by
  rw [show 4 * n = 2 * (2 * n) by ring]
  exact draw_moments h hs x₀ (2 * n)

/-- The covariance of the two variables `x_n` and `y_n` is `r (1 - r^(4n))`. -/
theorem gibbs_covariance (h : UnitNoise P ξ) (hs : s ^ 2 = 1 - r ^ 2) (x₀ : ℝ) (n : ℕ) :
    cov[gibbsX r s x₀ ξ n, gibbsY r s x₀ ξ n; P] = r * (1 - r ^ (4 * n)) := by
  obtain ⟨hL, hc⟩ := draw_uncorrelated (r := r) (s := s) h x₀ (2 * n)
  have hv : Var[draw r s x₀ ξ (2 * n); P] = 1 - r ^ (4 * n) := (gibbs_moments h hs x₀ n).2
  change cov[draw r s x₀ ξ (2 * n),
    (fun ω => r * draw r s x₀ ξ (2 * n) ω) + (fun ω => s * ξ (2 * n) ω); P] = _
  rw [covariance_add_right hL (hL.const_mul r) ((h.memLp (2 * n)).const_mul s),
    covariance_const_mul_right, covariance_const_mul_right,
    covariance_self hL.1.aemeasurable, hv, hc (2 * n) le_rfl]
  ring

/-- For `|r| < 1` and any starting value, the mean of `x_n` tends to 0, its variance to 1,
and its covariance with `y_n` to `r`. -/
theorem gibbs_equilibrium (h : UnitNoise P ξ) (hs : s ^ 2 = 1 - r ^ 2) (hr : |r| < 1)
    (x₀ : ℝ) :
    Tendsto (fun n => ∫ ω, gibbsX r s x₀ ξ n ω ∂P) atTop (𝓝 0) ∧
    Tendsto (fun n => Var[gibbsX r s x₀ ξ n; P]) atTop (𝓝 1) ∧
    Tendsto (fun n => cov[gibbsX r s x₀ ξ n, gibbsY r s x₀ ξ n; P]) atTop (𝓝 r) := by
  have key : ∀ m : ℕ, m ≠ 0 → Tendsto (fun n : ℕ => r ^ (m * n)) atTop (𝓝 0) := by
    intro m hm
    simp only [pow_mul]
    apply tendsto_pow_atTop_nhds_zero_of_abs_lt_one
    rw [abs_pow]
    exact pow_lt_one₀ (abs_nonneg r) hr hm
  have h2 : Tendsto (fun n : ℕ => r ^ (2 * n) * x₀) atTop (𝓝 0) := by
    simpa using (key 2 (by norm_num)).mul_const x₀
  have h4 : Tendsto (fun n : ℕ => 1 - r ^ (4 * n)) atTop (𝓝 1) := by
    simpa using (key 4 (by norm_num)).const_sub 1
  have h5 : Tendsto (fun n : ℕ => r * (1 - r ^ (4 * n))) atTop (𝓝 r) := by
    simpa using h4.const_mul r
  exact ⟨h2.congr fun n => (gibbs_moments h hs x₀ n).1.symm,
    h4.congr fun n => (gibbs_moments h hs x₀ n).2.symm,
    h5.congr fun n => (gibbs_covariance h hs x₀ n).symm⟩

omit [MeasurableSpace Ω] in
/-- Two Gibbs chains driven by the same noise from starting values `a` and `b` differ
after `n` sweeps by exactly `r^(2n) (a - b)`. -/
theorem gibbs_coupling (r s a b : ℝ) (ξ : ℕ → Ω → ℝ) (n : ℕ) (ω : Ω) :
    gibbsX r s a ξ n ω - gibbsX r s b ξ n ω = r ^ (2 * n) * (a - b) := by
  have step : ∀ k, draw r s a ξ k ω - draw r s b ξ k ω = r ^ k * (a - b) := by
    intro k
    induction k with
    | zero => simp [draw]
    | succ k ih =>
      simp only [draw]
      linear_combination r * ih
  exact step (2 * n)

/-- The coordinates of an infinite product of standard normal laws form a unit noise. -/
theorem unitNoise_witness :
    UnitNoise (Measure.infinitePi fun _ : ℕ => gaussianReal 0 1)
      (fun k (ω : ℕ → ℝ) => ω k) := by
  have mp := fun k : ℕ => measurePreserving_eval_infinitePi (fun _ : ℕ => gaussianReal 0 1) k
  refine UnitNoise.of_independent (fun k => ?_) (fun k => ?_) (fun k => ?_) ?_
  · have hg : MemLp (id : ℝ → ℝ) 2 (gaussianReal 0 1) := by
      exact_mod_cast memLp_id_gaussianReal (μ := 0) (v := 1) 2
    exact hg.comp_measurePreserving (mp k)
  · have e := integral_map ((mp k).measurable.aemeasurable
      (μ := Measure.infinitePi fun _ : ℕ => gaussianReal 0 1)) (f := fun x : ℝ => x)
      measurable_id.aestronglyMeasurable
    rw [(mp k).map_eq, integral_id_gaussianReal] at e
    exact e.symm
  · have e := variance_map (X := (id : ℝ → ℝ)) measurable_id.aemeasurable
      ((mp k).measurable.aemeasurable
        (μ := Measure.infinitePi fun _ : ℕ => gaussianReal 0 1))
    rw [(mp k).map_eq, variance_id_gaussianReal] at e
    exact e.symm.trans NNReal.coe_one
  · exact iIndepFun_infinitePi (X := fun (_ : ℕ) (x : ℝ) => x) (fun _ => measurable_id)

end

end GaussianGibbs
```

```lean
#print axioms GaussianGibbs.gibbs_sweep
-- 'GaussianGibbs.gibbs_sweep' depends on axioms: [propext, Classical.choice, Quot.sound]
#print axioms GaussianGibbs.gibbs_moments
-- 'GaussianGibbs.gibbs_moments' depends on axioms: [propext, Classical.choice, Quot.sound]
#print axioms GaussianGibbs.gibbs_equilibrium
-- 'GaussianGibbs.gibbs_equilibrium' depends on axioms: [propext, Classical.choice, Quot.sound]
#print axioms GaussianGibbs.gibbs_coupling
-- 'GaussianGibbs.gibbs_coupling' depends on axioms: [propext, Classical.choice, Quot.sound]
```

## From the coupled oscillators to the update rule

Take two coordinates $x$ and $y$, scaled to unit thermal variance, with $|r|<1$ and Boltzmann weight

$$\exp\left(-\frac{x^2-2rxy+y^2}{2(1-r^2)}\right).$$

For fixed $x$, completing the square gives $x^2-2rxy+y^2=(y-rx)^2+(1-r^2)x^2$. The conditional law of $y$ is therefore Gaussian with mean $rx$ and variance $1-r^2$. With $s^2=1-r^2$, a heat-bath update of $y$ sets it to $rx$ plus $s$ times a standard normal number. By symmetry the update of $x$ has the same form. One Gibbs sweep does both, $y$ first, so the starting value of $y$ is never used:

$$y_n=r x_n+s u_n,\qquad x_{n+1}=r y_n+s v_n.$$

The two updates are the same operation, so it is simpler to follow single draws. Number the noise in order of use, $u_n=\xi_{2n}$ and $v_n=\xi_{2n+1}$, and let

$$z_0=x_0,\qquad z_{k+1}=r z_k+s\,\xi_k .$$

Then $x_n=z_{2n}$ and $y_n=z_{2n+1}$.

## The moments, one draw at a time

Assume that each $\xi_k$ has mean 0 and variance 1, and that different $\xi_k$ are uncorrelated.

**Unused noise.** The value $z_k$ is built from $\xi_0,\dots,\xi_{k-1}$ only, so it should be uncorrelated with $\xi_j$ for every $j\ge k$. This holds for the constant $z_0$. If it holds for $z_k$, then for $j\ge k+1$

$$\operatorname{Cov}(z_{k+1},\xi_j)=r\operatorname{Cov}(z_k,\xi_j)+s\operatorname{Cov}(\xi_k,\xi_j)=0 .$$

**Mean.** The fresh noise averages to zero, so $\mathbb E z_{k+1}=r\,\mathbb E z_k$. Starting from $\mathbb E z_0=x_0$, this gives $\mathbb E z_k=r^k x_0$.

**Variance.** The claim is $\operatorname{Var} z_k=1-r^{2k}$. At $k=0$ both sides are zero. The cross term in the next variance vanishes because $\xi_k$ is still unused when $z_k$ has been drawn, and so

$$\operatorname{Var} z_{k+1}=r^2(1-r^{2k})+s^2=r^2-r^{2k+2}+1-r^2=1-r^{2(k+1)} .$$

Setting $k=2n$ yields the result for full sweeps:

$$\mathbb E x_n=r^{2n}x_0,\qquad \operatorname{Var} x_n=1-r^{4n}.$$

**Covariance.** Since $y_n=r x_n+s\,\xi_{2n}$ and $\xi_{2n}$ is uncorrelated with $x_n$,

$$\operatorname{Cov}(x_n,y_n)=r\operatorname{Var}x_n=r(1-r^{4n}).$$

Here $y_n$ is the value drawn right after $x_n$, half a sweep later. At the end of $n\ge1$ full sweeps the stored second variable is still $y_{n-1}$, and its covariance with $x_n$ is $r\operatorname{Var}y_{n-1}=r(1-r^{4n-2})$. For $|r|<1$ the powers of $r$ die out, and the mean, variance and covariance tend to 0, 1 and $r$, the values belonging to the Boltzmann weight above.

**Two starting points.** Run two chains from $a$ and $b$ with identical noise. At each draw the noise cancels in the difference, which is simply multiplied by $r$. After $n$ sweeps the two values of $x$ differ by $r^{2n}(a-b)$, for every realisation of the noise and not only on average.

## Two sweeps with r = 0.8

Let $r=0.8$, $s=0.6$ and $x_0=10$. The first draw $y_0$ has mean $8$ and variance $0.36$. The second draw $x_1$ has mean $0.8\cdot 8=6.4$ and variance $0.64\cdot0.36+0.36=0.5904$, which agrees with $1-0.8^4=1-0.4096$. The covariance of $x_1$ and $y_1$ is $0.8\cdot0.5904=0.47232$.

After the second sweep, $x_2$ has mean $0.8^4\cdot10=4.096$ and variance $1-0.8^8\approx0.832$. The variance is already within 17 per cent of its equilibrium value, while the mean still keeps 41 per cent of its initial displacement. The remaining variance deficit $r^{4n}$ is the square of the remaining fraction $r^{2n}$ of the mean.

For simulation practice this shows, in a two-variable Gaussian model, how strong correlation slows the equilibration of a sampler that updates one variable at a time. At $r=0.99$ a sweep reduces the mean by only about 2 per cent, and some 50 sweeps are needed to reduce it by a factor $e$.

## What the Lean statements say

The noise is a sequence `ξ : ℕ → Ω → ℝ` of real functions on a measurable space `Ω` with a measure `P`, which the moment theorems take to be a probability measure. The structure `UnitNoise P ξ` collects the assumptions: `memLp` says that each member is square integrable, `mean` and `variance` fix the first two moments, and `uncorrelated` makes the covariance of different members vanish. An ideal source of independent standard normal numbers satisfies these conditions. Normality is not among them, because the first two moments do not depend on the shape of the noise distribution. Full independence is not required either, but `UnitNoise.of_independent` shows that independent noise with the right moments qualifies.

The function `draw r s x₀ ξ k` is $z_k$, while `gibbsX` and `gibbsY` select its even and odd entries. The theorem `gibbs_sweep` displays the two update rules in their usual form. They are the Gibbs sampler for the Boltzmann weight above when `s ^ 2 = 1 - r ^ 2` and the noise is independent and standard normal.

The main theorem, `gibbs_moments`, states the mean and variance of $x_n$ for every natural number $n$, every real $x_0$, and all real $r,s$ satisfying `s ^ 2 = 1 - r ^ 2`. That equation is the physical condition that each update uses the correct conditional variance. It forces $|r|\le1$ but leaves the sign of $s$ free. The boundary cases make sense: at $r=\pm1$ there is no noise and $x_n$ stays at $x_0$ with variance 0, and at $r=0$ a single sweep reaches mean 0 and variance 1. At $n=0$ the formulas return the fixed start.

The strict inequality `|r| < 1` enters only in `gibbs_equilibrium`, which states the three limits. Both this theorem and `gibbs_covariance` also assume `s ^ 2 = 1 - r ^ 2`. This is convergence of moments, not of probability distributions. When the noise is jointly Gaussian, each $x_n$ with $n\ge1$ and $|r|<1$ is itself Gaussian and its law is fixed by the two moments, but that step is an addition made here in prose. The Boltzmann weight and its conditional laws likewise belong to the motivation; the file starts from the update rules. It treats two variables with unit variances and zero means, and it gives no rate for anharmonic energies or larger systems.

The theorem `gibbs_coupling` needs no probability at all. It holds for arbitrary real $r$ and $s$ and for each `ω` separately.

Finally, `unitNoise_witness` exhibits a concrete noise sequence: the coordinates of an infinite product of standard normal laws. This is the Gaussian noise that the heat-bath update calls for.

## How the proofs follow the calculation

The lemma `draw_uncorrelated` proves two things in one induction: each draw is square integrable, and it is uncorrelated with all noise of index `k` or higher. They are proved together because the Mathlib lemma used to expand the covariance of a sum assumes that its terms are square integrable. The inductive step writes the new draw as a sum, expands with `covariance_add_left`, and removes the two resulting terms by the induction hypothesis and by `h.uncorrelated`. The index conditions are settled by `omega`.

The lemma `draw_moments` is the second induction. For the mean, `integral_add` and `integral_const_mul` split the expectation, and `h.mean k` removes the noise term. For the variance, `variance_add` produces the two variances and the cross term, which vanishes by `hc k le_rfl`, the statement that the noise about to be used is uncorrelated with the current value. What remains is the identity $r^2(1-r^{2k})+s^2=1-r^{2(k+1)}$, and `linear_combination hs` closes it by using $s^2=1-r^2$ once.

After that, `gibbs_moments` only sets the number of draws to `2 * n` and rewrites `4 * n` as `2 * (2 * n)`. The proof of `gibbs_covariance` expands the second argument $y_n$, turns the covariance of $x_n$ with itself into a variance, and inserts the known value.

In `gibbs_equilibrium`, the auxiliary statement `key` writes $r^{mn}$ as $(r^m)^n$ and notes that $|r^m|<1$ when $m\neq0$, so the sequence tends to zero. The cases $m=2$ and $m=4$ give the limits of the explicit formulas, and `congr` transfers them to the moments themselves.

The proof of `gibbs_coupling` is an induction on single draws in which `linear_combination r * ih` multiplies the previous difference by $r$. For the witness, each coordinate map carries the product measure to a standard normal law, so square integrability, mean and variance are inherited from that law, and `iIndepFun_infinitePi` supplies the independence.
